# When two real orbitals are mixed, the sum-of-squares localization functional is a constant plus a single cosine of four times the angle

Mixing two real orthonormal orbitals φ₀ and φ₁ by the angle x replaces them by cos x φ₀ + sin x φ₁ and −sin x φ₀ + cos x φ₁. Let the real symmetric 2×2 matrices X_k, finitely many, represent one-electron properties in φ₀ and φ₁, and let L(x) be the sum of the squares of all their diagonal entries after the mixing. Then there is an angle c such that, for every x,

L(x) = L(0) + A + √(A² + B²) cos 4(x − c).

The numbers A and B are computed from the matrices before the rotation:

A = Σ_k [ (X_k)₀₁² − ((X_k)₀₀ − (X_k)₁₁)² / 4 ]

B = Σ_k ((X_k)₀₀ − (X_k)₁₁) (X_k)₀₁

The orbitals are numbered 0 and 1, as in the code. Functionals of this kind occur in orbital localization. With the three components of position as the X_k one obtains the Boys functional in the form that is maximized, and with atomic population matrices the Pipek–Mezey functional. The derivation below finds c as a quarter of the polar angle of the point (−A, B). This is a best mixing angle for the pair in closed form, and a localization procedure built from successive pair rotations can use it at each step.

## Two orbitals and their property matrices

The matrices are labelled by a finite set, called `ι` in the code. It may have any finite size, and if it is empty then L, A and B are all zero.

In Lean 4 with Mathlib:

```lean
import Mathlib

open Matrix

namespace OrbitalLocalization

noncomputable section

variable {ι : Type*} [Fintype ι]
```

Take two real orthonormal orbitals φ₀ and φ₁. Mixing them by the angle x gives

φ₀′ = cos x φ₀ + sin x φ₁

φ₁′ = −sin x φ₀ + cos x φ₁

The coefficients of the new orbitals are the columns of a rotation matrix U(x).

```lean
/-- The rotation that mixes two real orbitals by the angle `x`; its columns hold the coefficients of
the new orbitals. -/
def rotation (x : ℝ) : Matrix (Fin 2) (Fin 2) ℝ :=
  !![Real.cos x, -Real.sin x; Real.sin x, Real.cos x]
```

A one-electron property with matrix elements X_ij = ⟨φ_i|X|φ_j⟩ has the matrix U(x)ᵀ X U(x) in the new orbitals.

```lean
/-- The matrix of a one-electron property in the rotated orbitals. -/
def rotated (X : Matrix (Fin 2) (Fin 2) ℝ) (x : ℝ) : Matrix (Fin 2) (Fin 2) ℝ :=
  (rotation x)ᵀ * X * rotation x
```

The localization functional adds the squared diagonal entries over both orbitals and all properties:

L(x) = Σ_k Σ_i [ (U(x)ᵀ X_k U(x))_ii ]²

```lean
/-- The localization functional: the sum of squared diagonal entries of all property matrices
in the orbitals rotated by `x`. -/
def localization (X : ι → Matrix (Fin 2) (Fin 2) ℝ) (x : ℝ) : ℝ :=
  ∑ k, ∑ i, rotated (X k) x i i ^ 2
```

The orbitals themselves do not appear in the code, which starts from their property matrices. These definitions accept any real matrices. Symmetry enters as the hypothesis `∀ k, (X k).IsSymm` of the general theorems, and it stands for Hermitian operators whose matrix elements between real orbitals are real. Position components and atomic populations are of this kind; angular momentum, with its imaginary matrix elements, is not.

The coefficient A compares the squared off-diagonal entries with the squared half-differences of the diagonal ones.

```lean
/-- The coefficient `A`, the sum of `X₀₁² - (X₀₀ - X₁₁)² / 4` over the property matrices. -/
def coeffA (X : ι → Matrix (Fin 2) (Fin 2) ℝ) : ℝ :=
  ∑ k, (X k 0 1 ^ 2 - (X k 0 0 - X k 1 1) ^ 2 / 4)
```

The coefficient B adds up the products of the diagonal difference and the off-diagonal entry.

```lean
/-- The coefficient `B`, the sum of `(X₀₀ - X₁₁) X₀₁` over the property matrices. -/
def coeffB (X : ι → Matrix (Fin 2) (Fin 2) ℝ) : ℝ :=
  ∑ k, (X k 0 0 - X k 1 1) * X k 0 1
```

Both coefficients depend only on the matrices before the rotation, so the same two numbers serve for every angle.

## One matrix contributes a constant and a fourth harmonic

For a single symmetric matrix X, write u = X₀₀, v = X₁₁, w = X₀₁ = X₁₀, and abbreviate s = sin x, t = cos x. Multiplying out U(x)ᵀ X U(x) gives the diagonal entries

X₀₀′ = t²u + 2ts w + s²v

X₁₁′ = s²u − 2ts w + t²v

Squaring and adding them gives

(t⁴ + s⁴)(u² + v²) + 4s²t² uv + 8s²t² w² + 4st(t² − s²)(u − v)w.

Since s² + t² = 1, we have t⁴ + s⁴ = 1 − 2s²t². The terms in u and v alone then combine to u² + v² − 2s²t²(u − v)², and the sum of squares becomes

u² + v² + 8s²t² [w² − (u − v)²/4] + 4st(t² − s²)(u − v)w.

The quadruple-angle formulas are

1 − cos 4x = 8s²t²

sin 4x = 4st(t² − s²)

With them,

(X₀₀′)² + (X₁₁′)² = u² + v² + [w² − (u − v)²/4](1 − cos 4x) + (u − v)w sin 4x.

```lean
/-- The sum of squared diagonal entries of one symmetric property matrix, as a function of the
rotation angle, contains only a constant and the fourth harmonic. -/
theorem diag_sq_rotated {X : Matrix (Fin 2) (Fin 2) ℝ} (hX : X.IsSymm) (x : ℝ) :
    ∑ i, rotated X x i i ^ 2 = X 0 0 ^ 2 + X 1 1 ^ 2
      + (X 0 1 ^ 2 - (X 0 0 - X 1 1) ^ 2 / 4) * (1 - Real.cos (4 * x))
      + (X 0 0 - X 1 1) * X 0 1 * Real.sin (4 * x) := by
  have hs : X 1 0 = X 0 1 := hX.apply 0 1
  have h := Real.sin_sq_add_cos_sq x
  -- the two diagonal entries after rotation
  have h0 : rotated X x 0 0 = Real.cos x ^ 2 * X 0 0
      + 2 * Real.cos x * Real.sin x * X 0 1 + Real.sin x ^ 2 * X 1 1 := by
    simp [rotated, rotation, Matrix.mul_apply, Fin.sum_univ_two, hs]
    ring
  have h1 : rotated X x 1 1 = Real.sin x ^ 2 * X 0 0
      - 2 * Real.cos x * Real.sin x * X 0 1 + Real.cos x ^ 2 * X 1 1 := by
    simp [rotated, rotation, Matrix.mul_apply, Fin.sum_univ_two, hs]
    ring
  -- quadruple-angle formulas
  have hc4 : Real.cos (4 * x) = 1 - 8 * Real.sin x ^ 2 * Real.cos x ^ 2 := by
    rw [show 4 * x = 2 * (2 * x) by ring, Real.cos_two_mul, Real.cos_two_mul]
    linear_combination 8 * Real.cos x ^ 2 * h
  have hs4 : Real.sin (4 * x)
      = 4 * Real.sin x * Real.cos x * (Real.cos x ^ 2 - Real.sin x ^ 2) := by
    rw [show 4 * x = 2 * (2 * x) by ring, Real.sin_two_mul, Real.sin_two_mul, Real.cos_two_mul]
    linear_combination 4 * Real.sin x * Real.cos x * h
  rw [Fin.sum_univ_two, h0, h1, hc4, hs4]
  linear_combination (X 0 0 ^ 2 + X 1 1 ^ 2) * (Real.sin x ^ 2 + Real.cos x ^ 2 + 1) * h
```

The proof follows the same route. `h0` and `h1` are the two rotated diagonal entries, and `hc4` and `hs4` are the quadruple-angle formulas, each obtained by doubling the angle twice. After substitution, the two sides differ by (u² + v²)[(s² + t²)² − 1], which the last `linear_combination` removes using s² + t² = 1.

## Summing over the properties

The angular factors are the same for every matrix, so the sum over k acts only on the coefficients:

L(x) = Σ_k [(X_k)₀₀² + (X_k)₁₁²] + A(1 − cos 4x) + B sin 4x.

At x = 0 the last two terms vanish, so the first sum is L(0). Hence

L(x) = L(0) + A(1 − cos 4x) + B sin 4x.

```lean
/-- The change of the localization functional under a rotation by `x` is
`A (1 - cos 4x) + B sin 4x`. -/
theorem localization_eq {X : ι → Matrix (Fin 2) (Fin 2) ℝ} (hX : ∀ k, (X k).IsSymm) (x : ℝ) :
    localization X x = localization X 0 + coeffA X * (1 - Real.cos (4 * x))
      + coeffB X * Real.sin (4 * x) := by
  have key : ∀ y, localization X y = ∑ k, (X k 0 0 ^ 2 + X k 1 1 ^ 2)
      + coeffA X * (1 - Real.cos (4 * y)) + coeffB X * Real.sin (4 * y) := by
    intro y
    unfold localization coeffA coeffB
    rw [Finset.sum_mul, Finset.sum_mul, ← Finset.sum_add_distrib, ← Finset.sum_add_distrib]
    exact Finset.sum_congr rfl fun k _ => diag_sq_rotated (hX k) y
  have h0 := key 0
  rw [mul_zero, Real.cos_zero, Real.sin_zero] at h0
  linear_combination key x - h0
```

Here `key` is the first of these formulas at an arbitrary angle y. The proof evaluates it at 0 and subtracts the result from its value at x.

## Amplitude and phase

Let R = √(A² + B²). The point (−A, B) of the plane has polar coordinates R and θ, so

−A = R cos θ

B = R sin θ

The part of L that depends on the angle is therefore

−A cos 4x + B sin 4x = R (cos θ cos 4x + sin θ sin 4x) = R cos(4x − θ).

With c = θ/4 this is R cos 4(x − c), and the formula stated at the start follows.

```lean
/-- For some angle `c`, the localization functional is
`L(x) = L(0) + A + √(A² + B²) cos 4(x - c)` at every rotation angle `x`. -/
theorem localization_eq_cos {X : ι → Matrix (Fin 2) (Fin 2) ℝ} (hX : ∀ k, (X k).IsSymm) :
    ∃ c : ℝ, ∀ x, localization X x = localization X 0 + coeffA X
      + √(coeffA X ^ 2 + coeffB X ^ 2) * Real.cos (4 * (x - c)) := by
  -- polar form of the point (-A, B)
  let z : ℂ := ⟨-coeffA X, coeffB X⟩
  have hz : ‖z‖ ^ 2 = coeffA X ^ 2 + coeffB X ^ 2 := by
    rw [Complex.sq_norm, Complex.normSq_mk]
    ring
  have h1 : ‖z‖ * Real.cos z.arg = -coeffA X := Complex.norm_mul_cos_arg z
  have h2 : ‖z‖ * Real.sin z.arg = coeffB X := Complex.norm_mul_sin_arg z
  refine ⟨z.arg / 4, fun x => ?_⟩
  rw [localization_eq hX x, ← hz, Real.sqrt_sq (norm_nonneg z),
    show 4 * (x - z.arg / 4) = 4 * x - z.arg by ring, Real.cos_sub]
  linear_combination -Real.cos (4 * x) * h1 - Real.sin (4 * x) * h2
```

In the statement, `∃ c` comes before `∀ x`: one angle c, fixed by the matrices, serves for all rotations. The proof takes the polar coordinates from the complex number z = −A + iB, whose norm is R and whose argument is θ. If A and B both vanish, the amplitude is zero and any c would do.

Since the cosine is at most 1 and reaches 1 at x = c, the largest value of L is L(0) + A + R. The possible gain over the present orbitals is thus A + R.

## The slope at any angle

Differentiating L(0) + A(1 − cos 4x) + B sin 4x gives

L′(x) = 4(A sin 4x + B cos 4x).

```lean
/-- The derivative of the localization functional with respect to the rotation angle is
`4 (A sin 4x + B cos 4x)`. -/
theorem hasDerivAt_localization {X : ι → Matrix (Fin 2) (Fin 2) ℝ}
    (hX : ∀ k, (X k).IsSymm) (x : ℝ) :
    HasDerivAt (localization X)
      (4 * (coeffA X * Real.sin (4 * x) + coeffB X * Real.cos (4 * x))) x := by
  have h4 : HasDerivAt (fun y : ℝ => 4 * y) 4 x := by
    simpa using (hasDerivAt_id' x).const_mul (4 : ℝ)
  rw [funext (localization_eq hX)]
  exact ((((h4.cos.const_sub 1).const_mul (coeffA X)).const_add (localization X 0)).fun_add
    (h4.sin.const_mul (coeffB X))).congr_deriv (by ring)
```

The proof replaces L by its closed form and applies the chain rule to the inner function 4y. At x = 0 the slope is 4B, so the present orbitals are stationary under this rotation exactly when B = 0.

## When the present pair is already the best

Stationarity alone does not distinguish a maximum from a minimum. The full condition is that L(x) ≤ L(0) for all x if and only if B = 0 and A ≤ 0.

Suppose first that no rotation raises L. Then the gain at x = c is not positive, so A + R ≤ 0. This gives −A − R ≥ 0, and since R ≥ 0 also A ≤ 0 and R − A ≥ 0. The product of two nonnegative numbers is nonnegative:

0 ≤ (−A − R)(R − A) = A² − R² = −B².

Hence B = 0.

Conversely, if B = 0 and A ≤ 0, then

L(x) − L(0) = A(1 − cos 4x) ≤ 0.

```lean
/-- No rotation improves the present pair of orbitals exactly when `B = 0` and `A ≤ 0`. -/
theorem optimal_iff {X : ι → Matrix (Fin 2) (Fin 2) ℝ} (hX : ∀ k, (X k).IsSymm) :
    (∀ x, localization X x ≤ localization X 0) ↔ coeffB X = 0 ∧ coeffA X ≤ 0 := by
  constructor
  · intro h
    obtain ⟨c, hc⟩ := localization_eq_cos hX
    have hm := hc c
    rw [sub_self, mul_zero, Real.cos_zero, mul_one] at hm
    have hle := h c
    have hR := Real.sqrt_nonneg (coeffA X ^ 2 + coeffB X ^ 2)
    have hsq := Real.sq_sqrt (show 0 ≤ coeffA X ^ 2 + coeffB X ^ 2 by positivity)
    set R := √(coeffA X ^ 2 + coeffB X ^ 2)
    -- the best possible gain A + R is not positive
    have h1 : 0 ≤ -coeffA X - R := by linarith
    have h2 : 0 ≤ R - coeffA X := by linarith
    have hB : coeffB X ^ 2 = 0 :=
      le_antisymm (by nlinarith [mul_nonneg h1 h2]) (sq_nonneg _)
    exact ⟨pow_eq_zero_iff (two_ne_zero) |>.1 hB, by linarith⟩
  · rintro ⟨hB, hA⟩ x
    rw [localization_eq hX x, hB]
    nlinarith [mul_nonneg (neg_nonneg.2 hA) (sub_nonneg.2 (Real.cos_le_one (4 * x)))]
```

The theorem compares the present pair with every angle, not only with nearby ones. It concerns this one pair. In a molecule with more orbitals, passing the test for every pair shows that no single pair rotation helps, which is weaker than a global maximum over all orbital rotations.

## The maximizing angles

Suppose that A and B are not both zero, so that R > 0. If x maximizes L, comparison with the angle c gives

R ≤ R cos 4(x − c).

Dividing by R shows that the cosine is at least 1, hence equal to 1. Therefore 4(x − c) = 2πk for an integer k, that is,

x = c + kπ/2.

Conversely, at each of these angles the cosine equals 1, and L takes its largest value.

```lean
/-- If `A` and `B` are not both zero, the angles that maximize the localization functional are
exactly those of a single sequence with spacing `π / 2`. -/
theorem maximizers {X : ι → Matrix (Fin 2) (Fin 2) ℝ} (hX : ∀ k, (X k).IsSymm)
    (h : coeffA X ≠ 0 ∨ coeffB X ≠ 0) :
    ∃ c : ℝ, ∀ x, (∀ y, localization X y ≤ localization X x) ↔
      ∃ k : ℤ, x = c + k * (Real.pi / 2) := by
  have hR : 0 < √(coeffA X ^ 2 + coeffB X ^ 2) := by
    apply Real.sqrt_pos.2
    rcases h with h | h <;> positivity
  obtain ⟨c, hc⟩ := localization_eq_cos hX
  refine ⟨c, fun x => ⟨fun hx => ?_, ?_⟩⟩
  · -- comparison with the angle c forces the cosine to be one
    have hm := hc c
    rw [sub_self, mul_zero, Real.cos_zero] at hm
    have hle := hx c
    have h1 : 1 ≤ Real.cos (4 * (x - c)) :=
      le_of_mul_le_mul_left (by linarith [hc x]) hR
    obtain ⟨n, hn⟩ := (Real.cos_eq_one_iff _).1 (le_antisymm (Real.cos_le_one _) h1)
    exact ⟨n, by linear_combination -hn / 4⟩
  · rintro ⟨k, hk⟩ y
    have h1 : Real.cos (4 * (x - c)) = 1 :=
      (Real.cos_eq_one_iff _).2 ⟨k, by rw [hk]; ring⟩
    rw [hc y, hc x, h1]
    linarith [mul_le_mul_of_nonneg_left (Real.cos_le_one (4 * (y - c))) hR.le]
```

The hypothesis `coeffA X ≠ 0 ∨ coeffB X ≠ 0` says that L really depends on the angle. The two directions of the proof are the two halves of the argument above, with `Real.cos_eq_one_iff` translating between a cosine equal to 1 and a multiple of 2π.

A further rotation by π/2 turns the pair (φ₀′, φ₁′) into (φ₁′, −φ₀′). All maximizing angles therefore describe the same two orbitals, up to their order and signs.

## Two properties whose preferences cancel

If A = B = 0, the functional is flat and selects no orbitals. A pair of Pauli matrices shows that this can happen even when each matrix on its own has a clear preference. The first is σz, which is diagonal in the present orbitals.

```lean
/-- The Pauli matrix `σz`. -/
def sigmaZ : Matrix (Fin 2) (Fin 2) ℝ := !![1, 0; 0, -1]
```

The second is σx, whose diagonal entries are zero there.

```lean
/-- The Pauli matrix `σx`. -/
def sigmaX : Matrix (Fin 2) (Fin 2) ℝ := !![0, 1; 1, 0]
```

For σz the contribution to A is 0 − (1 − (−1))²/4 = −1, and for σx it is 1 − 0 = 1. Both contributions to B vanish. The single-matrix formula gives

σz: 2 − (1 − cos 4x) = 1 + cos 4x

σx: 0 + (1 − cos 4x) = 1 − cos 4x

The sum is 2 at every angle.

```lean
/-- For the pair of property matrices `σz`, `σx` the localization functional equals 2 at every
rotation angle. -/
theorem localization_pauli (x : ℝ) : localization ![sigmaZ, sigmaX] x = 2 := by
  have hz : sigmaZ.IsSymm := Matrix.IsSymm.ext (by
    intro i j
    fin_cases i <;> fin_cases j <;> rfl)
  have hx : sigmaX.IsSymm := Matrix.IsSymm.ext (by
    intro i j
    fin_cases i <;> fin_cases j <;> rfl)
  have h1 : ∑ i, rotated sigmaZ x i i ^ 2 = 1 ^ 2 + (-1) ^ 2
      + (0 ^ 2 - (1 - (-1)) ^ 2 / 4) * (1 - Real.cos (4 * x))
      + (1 - (-1)) * 0 * Real.sin (4 * x) := diag_sq_rotated hz x
  have h2 : ∑ i, rotated sigmaX x i i ^ 2 = 0 ^ 2 + 0 ^ 2
      + (1 ^ 2 - (0 - 0) ^ 2 / 4) * (1 - Real.cos (4 * x))
      + (0 - 0) * 1 * Real.sin (4 * x) := diag_sq_rotated hx x
  -- the two angular dependences cancel
  rw [localization, Fin.sum_univ_two]
  change (∑ i, rotated sigmaZ x i i ^ 2) + (∑ i, rotated sigmaX x i i ^ 2) = 2
  rw [h1, h2]
  ring

end

end OrbitalLocalization
```

The proof applies `diag_sq_rotated` to each matrix and adds the results. Every angle is a maximizer here, so the discrete sequence of the previous theorem does need its hypothesis. The example also shows how several properties differ from one: σz and σx do not commute, so no rotation diagonalizes both, and the functional can only weigh one against the other.

## The same functional on orthogonal matrices

The functional could also have been defined on all real orthogonal 2×2 matrices rather than on angles. This adds the matrices of determinant −1, each of which is a rotation followed by a change of sign of the second orbital. Such a sign does not affect diagonal entries, so L would take the same values and the criterion B = 0, A ≤ 0 would stay as it is. The maximizers for R > 0 would become eight matrices, related by reordering the orbitals and changing their signs. The cosine formula and the derivative, however, would first require an angle to be assigned to each matrix, and for this reason the angle is the more direct variable here.

```lean
#print axioms OrbitalLocalization.hasDerivAt_localization
-- 'OrbitalLocalization.hasDerivAt_localization' depends on axioms: [propext, Classical.choice, Quot.sound]
#print axioms OrbitalLocalization.optimal_iff
-- 'OrbitalLocalization.optimal_iff' depends on axioms: [propext, Classical.choice, Quot.sound]
#print axioms OrbitalLocalization.maximizers
-- 'OrbitalLocalization.maximizers' depends on axioms: [propext, Classical.choice, Quot.sound]
#print axioms OrbitalLocalization.localization_pauli
-- 'OrbitalLocalization.localization_pauli' depends on axioms: [propext, Classical.choice, Quot.sound]
```
